# In a vacancy model with one shared escape rate, the tracer isotope effect equals the correlation factor of one isotope

Two tracer isotopes $a$ and $b$ diffuse by exchanging places with vacancies, at distinct positive rates $w_a$ and $w_b$. If a vacancy next to the tracer escapes at the same rate parameter $u>0$ for both, I am told that their diffusivities $D_a$ and $D_b$ satisfy

$$\frac{D_a/D_b-1}{w_a/w_b-1}=\frac{u}{w_a+u},$$

and that the right-hand side is the correlation factor of isotope $a$. I can't see why only $a$ appears. Both isotopes make correlated jumps, and their correlation factors differ, so I expected some mixture of the two. What has become of $b$? And does the relation depend on this particular form of the correlation factor, or would another dependence on the exchange rate do as well?

## The reciprocal diffusivities differ only by the exchange rates

The factor that survives belongs to the isotope in the numerator of $D_a/D_b$. Isotope $b$ drops out because the model gives $1/D=1/w+1/u$, and the term $1/u$ is common to both isotopes. The form $u/(w+u)$ is also the one that the relation selects, provided that the factor lies strictly between 0 and 1 at one reference rate.

Start with a single tracer that has just jumped. The vacancy now sits directly behind it. Either the two exchange again, at rate $w$, which reverses the jump, or the vacancy is lost at total rate $2u$, after which the next jump has a random direction. The constant $u$, called the escape rate here, is half of that total rate and stands for the vacancy's exchanges with host atoms. The tracer does not take part in those jumps, which is the physical reason for giving both isotopes the same $u$.

The next jump is a reversal, with cosine $-1$, with probability $w/(w+2u)$. Otherwise its mean cosine is zero. The mean cosine between successive jumps is therefore

$$c=-\frac{w}{w+2u},\qquad -1<c<0.$$

After every jump the vacancy is again behind the tracer, so the mean direction of each jump is $c$ times the direction of the one before. For jumps $n+1$ steps apart, with $n=0,1,2,\dots$, the mean cosine is $c^{n+1}$. In the mean squared displacement of a long walk, the cross terms between jumps multiply the uncorrelated result by the correlation factor

$$f=1+2\sum_{n=0}^{\infty}c^{n+1}=1+\frac{2c}{1-c}.$$

The series converges because $|c|<1$. Since $1-c=2(w+u)/(w+2u)$, the sum is $c/(1-c)=-w/(2(w+u))$, and

$$f=1-\frac{w}{w+u}=\frac{u}{w+u},\qquad D=wf=\frac{wu}{w+u}.$$

Here $D$ is in units of a geometric factor common to all isotopes. Both $w$ and $u$ are positive, so $0<f<1$.

Now write $f_a$ for the correlation factor of isotope $a$ and compare the two isotopes. Subtracting $1/D_a=1/w_a+1/u$ from $1/D_b=1/w_b+1/u$ removes $u$:

$$\frac1{D_b}-\frac1{D_a}=\frac1{w_b}-\frac1{w_a}.$$

Multiplying by $D_a=w_af_a$ gives

$$\frac{D_a}{D_b}-1=f_a\left(\frac{w_a}{w_b}-1\right).$$

Because $w_a\ne w_b$, the bracket can be divided out. The isotope effect $E$, meaning here the left-hand side of your relation, with exchange rates and not masses in its denominator, is therefore $f_a=u/(w_a+u)$. Taking absolute values instead shows that $|D_a/D_b-1|$ is strictly smaller than $|w_a/w_b-1|$. Someone who ignored correlation and took $D\propto w$ would overstate the relative difference of the diffusivities.

The relation can also be solved for the escape rate. From $E(w_a+u)=u$ one finds $u=w_aE/(1-E)$.

## Three rates with simple numbers

Take $w_a=3$, $w_b=2$ and $u=6$ in a common unit. For isotope $a$ the mean cosine is $-3/15=-1/5$, so $f_a=(1-\tfrac15)/(1+\tfrac15)=2/3$, in agreement with $6/9$. For isotope $b$ the factor is $6/8=3/4$. The diffusivities are $D_a=2$ and $D_b=3/2$, and

$$E=\frac{4/3-1}{3/2-1}=\frac{1/3}{1/2}=\frac23=f_a.$$

Uncorrelated rates would predict a difference of 50 per cent where the model gives 33 per cent. The escape rate comes back as $3\cdot\tfrac23/\tfrac13=6$. If the labels are exchanged, the isotope effect becomes $(3/4-1)/(2/3-1)=3/4$, which is the factor of the other isotope. Nothing is lost about $b$; it appears when $b$ is put in the numerator.

## When each isotope has its own escape rate

Let the escape rate differ between the isotopes: $w_a=u_a=2$ and $w_b=u_b=1$. Then $D_a=1$ and $D_b=1/2$, so the isotope effect is $(2-1)/(2-1)=1$, while $f_a=1/2$. With positive but unequal escape rates the identity can therefore fail, and so can the strict inequality between the relative differences. In this example all rates of one system are twice those of the other, so the diffusivities simply scale with them.

## From the exchange rate to the correlation factor and back

The argument from here on refers to this Lean file.

```lean
import Mathlib

namespace VacancyIsotopeEffect

noncomputable section

/-- Mean cosine of the angle between successive tracer jumps, when the vacancy behind the tracer
exchanges back at rate `w` or is lost at total rate `2 * u`, after which the next jump direction
is random. The domain is `w > 0`, `u > 0`. -/
def meanCosine (w u : ℝ) : ℝ := -w / (w + 2 * u)

/-- Correlation factor of the tracer walk: one plus twice the sum of the mean cosines between
a jump and all later jumps, for `w > 0` and `u > 0`. -/
def correlationFactor (w u : ℝ) : ℝ := 1 + 2 * ∑' n : ℕ, meanCosine w u ^ (n + 1)

/-- Tracer diffusivity, in units of the geometric factor common to all isotopes: the exchange
rate times the correlation factor. -/
def diffusivity (w u : ℝ) : ℝ := w * correlationFactor w u

/-- Isotope effect: the relative difference of the diffusivities over the relative difference of
the exchange rates. The domain is `wa, wb, u > 0` with `wa ≠ wb`. -/
def isotopeEffect (wa wb u : ℝ) : ℝ :=
  (diffusivity wa u / diffusivity wb u - 1) / (wa / wb - 1)

/-- For positive rates the mean cosines between a jump and all later jumps have a convergent sum,
equal to `-w / (2 * (w + u))`. -/
theorem hasSum_meanCosine {w u : ℝ} (hw : 0 < w) (hu : 0 < u) :
    HasSum (fun n : ℕ => meanCosine w u ^ (n + 1)) (-w / (2 * (w + u))) := by
  have hpos : 0 < w + 2 * u := by positivity
  have hc : meanCosine w u * (w + 2 * u) = -w := div_mul_cancel₀ _ hpos.ne'
  -- the mean cosine lies strictly between -1 and 0
  have hneg : meanCosine w u < 0 := div_neg_of_neg_of_pos (by linarith) hpos
  have hgt : -1 < meanCosine w u := by
    unfold meanCosine
    rw [lt_div_iff₀ hpos]
    linarith
  have habs : |meanCosine w u| < 1 := abs_lt.mpr ⟨hgt, by linarith⟩
  have hval : meanCosine w u * (1 - meanCosine w u)⁻¹ = -w / (2 * (w + u)) := by
    have h1 : 1 - meanCosine w u ≠ 0 := by linarith
    have h2 : 2 * (w + u) ≠ 0 := by positivity
    rw [← div_eq_mul_inv, div_eq_div_iff h1 h2]
    linear_combination hc
  have hs := (hasSum_geometric_of_abs_lt_one habs).mul_left (meanCosine w u)
  rw [hval] at hs
  simpa only [pow_succ'] using hs

/-- For positive rates the correlation factor is `u / (w + u)`. -/
theorem correlationFactor_eq {w u : ℝ} (hw : 0 < w) (hu : 0 < u) :
    correlationFactor w u = u / (w + u) := by
  have h1 : w + u ≠ 0 := by positivity
  have h2 : 2 * (w + u) ≠ 0 := by positivity
  have hX : -w / (2 * (w + u)) * (2 * (w + u)) = -w := div_mul_cancel₀ _ h2
  unfold correlationFactor
  rw [(hasSum_meanCosine hw hu).tsum_eq, eq_div_iff h1]
  linear_combination hX

/-- For positive rates the tracer diffusivity is `w * u / (w + u)`. -/
theorem diffusivity_eq {w u : ℝ} (hw : 0 < w) (hu : 0 < u) :
    diffusivity w u = w * u / (w + u) := by
  unfold diffusivity
  rw [correlationFactor_eq hw hu, mul_div_assoc]

/-- For positive rates the correlation factor lies strictly between 0 and 1. -/
theorem correlationFactor_bounds {w u : ℝ} (hw : 0 < w) (hu : 0 < u) :
    0 < correlationFactor w u ∧ correlationFactor w u < 1 := by
  have h : 0 < w + u := by positivity
  rw [correlationFactor_eq hw hu]
  exact ⟨div_pos hu h, (div_lt_one h).mpr (by linarith)⟩

/-- For two isotopes with distinct positive exchange rates and the same `u > 0`, the isotope
effect equals the correlation factor of isotope `a`. -/
theorem isotopeEffect_eq_correlationFactor {wa wb u : ℝ} (ha : 0 < wa) (hb : 0 < wb)
    (hu : 0 < u) (hne : wa ≠ wb) :
    isotopeEffect wa wb u = correlationFactor wa u := by
  have hr : wa / wb - 1 ≠ 0 :=
    sub_ne_zero.mpr (fun h => hne ((div_eq_one_iff_eq hb.ne').mp h))
  have h1 : wa + u ≠ 0 := by positivity
  have h2 : wb + u ≠ 0 := by positivity
  unfold isotopeEffect
  rw [div_eq_iff hr, diffusivity_eq ha hu, diffusivity_eq hb hu, correlationFactor_eq ha hu]
  field_simp
  ring

/-- For distinct positive exchange rates and `u > 0`, the relative difference of the
diffusivities is strictly smaller in size than that of the exchange rates. -/
theorem uncorrelated_overstates {wa wb u : ℝ} (ha : 0 < wa) (hb : 0 < wb)
    (hu : 0 < u) (hne : wa ≠ wb) :
    |diffusivity wa u / diffusivity wb u - 1| < |wa / wb - 1| := by
  have hr : wa / wb - 1 ≠ 0 :=
    sub_ne_zero.mpr (fun h => hne ((div_eq_one_iff_eq hb.ne').mp h))
  have hE := isotopeEffect_eq_correlationFactor ha hb hu hne
  unfold isotopeEffect at hE
  obtain ⟨h0, h1⟩ := correlationFactor_bounds ha hu
  -- the correlation factor scales down the difference of the rates
  rw [(div_eq_iff hr).mp hE, abs_mul, abs_of_pos h0]
  have hp : 0 < |wa / wb - 1| := abs_pos.mpr hr
  nlinarith [mul_pos (sub_pos.mpr h1) hp]

/-- For distinct positive exchange rates and `u > 0`, the rate `u` is recovered from the isotope
effect and the exchange rate of isotope `a`. -/
theorem escape_rate_from_isotopeEffect {wa wb u : ℝ} (ha : 0 < wa) (hb : 0 < wb)
    (hu : 0 < u) (hne : wa ≠ wb) :
    u = wa * isotopeEffect wa wb u / (1 - isotopeEffect wa wb u) := by
  have h1 : 1 - correlationFactor wa u ≠ 0 :=
    (sub_pos.mpr (correlationFactor_bounds ha hu).2).ne'
  have hs : wa + u ≠ 0 := by positivity
  have hX : correlationFactor wa u * (wa + u) = u := by
    rw [correlationFactor_eq ha hu]
    exact div_mul_cancel₀ _ hs
  rw [isotopeEffect_eq_correlationFactor ha hb hu hne, eq_div_iff h1]
  linear_combination -hX

/-- Converse: let diffusivities be `w * f w`, with `f` strictly between 0 and 1 at a reference
rate `w₀ > 0`. If the isotope effect of every other positive rate `w` against `w₀` equals `f w`,
then `f w = u / (w + u)` for all positive `w`, with a single `u > 0`. -/
theorem correlation_form_of_isotopeEffect (f : ℝ → ℝ) {w₀ : ℝ} (hw₀ : 0 < w₀)
    (h0 : 0 < f w₀) (h1 : f w₀ < 1)
    (h : ∀ w, 0 < w → w ≠ w₀ → (w * f w / (w₀ * f w₀) - 1) / (w / w₀ - 1) = f w) :
    ∃ u, 0 < u ∧ ∀ w, 0 < w → f w = u / (w + u) := by
  have hd : 0 < 1 - f w₀ := sub_pos.mpr h1
  -- the reference isotope fixes the value of u
  obtain ⟨u, hu, hu'⟩ : ∃ u : ℝ, 0 < u ∧ u * (1 - f w₀) = w₀ * f w₀ :=
    ⟨w₀ * f w₀ / (1 - f w₀), div_pos (mul_pos hw₀ h0) hd, div_mul_cancel₀ _ hd.ne'⟩
  refine ⟨u, hu, fun w hw => ?_⟩
  have hs : w + u ≠ 0 := by positivity
  rw [eq_div_iff hs]
  apply mul_right_cancel₀ hd.ne'
  by_cases hne : w = w₀
  · rw [hne]
    linear_combination (f w₀ - 1) * hu'
  · have hr : w / w₀ - 1 ≠ 0 :=
      sub_ne_zero.mpr (fun e => hne ((div_eq_one_iff_eq hw₀.ne').mp e))
    have hE := (div_eq_iff hr).mp (h w hw hne)
    have e1 : w * f w / (w₀ * f w₀) * (w₀ * f w₀) = w * f w :=
      div_mul_cancel₀ _ (mul_pos hw₀ h0).ne'
    have e2 : w / w₀ * w₀ = w := div_mul_cancel₀ _ hw₀.ne'
    -- the isotope relation with denominators cleared
    have key : w * f w - w₀ * f w₀ = f w * f w₀ * (w - w₀) := by
      linear_combination (w₀ * f w₀) * hE - e1 + f w * f w₀ * e2
    linear_combination key + (f w - 1) * hu'

end

end VacancyIsotopeEffect
```

```lean
#print axioms VacancyIsotopeEffect.isotopeEffect_eq_correlationFactor
#print axioms VacancyIsotopeEffect.uncorrelated_overstates
#print axioms VacancyIsotopeEffect.escape_rate_from_isotopeEffect
#print axioms VacancyIsotopeEffect.correlation_form_of_isotopeEffect
```

```
'VacancyIsotopeEffect.isotopeEffect_eq_correlationFactor' depends on axioms: [propext, Classical.choice, Quot.sound]
'VacancyIsotopeEffect.uncorrelated_overstates' depends on axioms: [propext, Classical.choice, Quot.sound]
'VacancyIsotopeEffect.escape_rate_from_isotopeEffect' depends on axioms: [propext, Classical.choice, Quot.sound]
'VacancyIsotopeEffect.correlation_form_of_isotopeEffect' depends on axioms: [propext, Classical.choice, Quot.sound]
```

All rates are real numbers, and positivity is a hypothesis of each theorem. The definition `meanCosine w u` is $c$, and `correlationFactor w u` is one plus twice the infinite sum, so the closed form $u/(w+u)$ is proved and not put in. `diffusivity w u` is $wf$ without the common geometric factor. That factor includes whatever sets the supply of vacancies next to the tracer, which is thereby taken to be the same for both isotopes.

The name `isotopeEffect` needs some care. Its denominator is the relative difference of the exchange rates, whereas the experimental quantity of that name usually has a function of the isotope masses there. Relating the two requires a law for how $w$ depends on mass.

For a single isotope, `hasSum_meanCosine` states that the series converges and gives its sum. `correlationFactor_eq` and `diffusivity_eq` give the closed forms, and `correlationFactor_bounds` says that $0<f<1$.

For two isotopes, `isotopeEffect_eq_correlationFactor` is the identity you asked about. Together with the closed form and the bounds, it places the isotope effect at $u/(w_a+u)$, strictly between 0 and 1. The hypothesis `wa ≠ wb` is needed because Lean sets division by zero to zero, which is not the value of a positive correlation factor. `uncorrelated_overstates` compares the sizes of the two relative differences, whichever isotope is faster, and `escape_rate_from_isotopeEffect` is the formula for $u$.

The last theorem, `correlation_form_of_isotopeEffect`, answers your second question. It takes an arbitrary function `f` of the exchange rate, a reference rate $w_0>0$ with $0<f(w_0)<1$, and diffusivities $wf(w)$. If the isotope effect of every other positive rate $w$ against $w_0$ equals $f(w)$, then one $u>0$ exists with $f(w)=u/(w+u)$ at all positive $w$. The upper bound at the reference rate excludes $f=1$ everywhere, an uncorrelated walk, which satisfies the relation but has no finite $u$. The hypothesis ranges over a continuum of rates, whereas an element offers only a few isotopes.

The step from this model to a crystal is the formula for the mean cosine. It enters as a definition and is not derived from the motion of a vacancy on a lattice, where the vacancy may return from a preferred direction; such returns would have to be absorbed into an effective $u$. Within this single-vacancy model with one escape parameter, the result bears on diffusivities built from computed exchange rates, for example from electronic-structure barriers: the ratio of two such rates is not yet the ratio of the tracer diffusivities.

## Clearing denominators in place of subtracting reciprocals

**The series.** The proof of `hasSum_meanCosine` first establishes $-1<c<0$, hence $|c|<1$. Mathlib's `hasSum_geometric_of_abs_lt_one` then sums $c^n$ to $(1-c)^{-1}$, and `mul_left` multiplies the series by $c$, which turns $c^n$ into $c^{n+1}$. The step `hval` identifies $c/(1-c)$ with $-w/(2(w+u))$ by cross-multiplying and using $c(w+2u)=-w$.

**The closed forms.** `correlationFactor_eq` replaces the infinite sum by this value and simplifies. `diffusivity_eq` multiplies by $w$, and the bounds follow from the fraction $u/(w+u)$ with positive numerator and larger denominator.

**The identity.** Here Lean takes a more direct route than the reciprocals. It moves the nonzero $w_a/w_b-1$ to the other side with `div_eq_iff`, inserts the closed forms, and lets `field_simp` and `ring` verify the resulting equation. Written out, both sides equal

$$\frac{u(w_a-w_b)}{w_b(w_a+u)}.$$

**The comparison and the escape rate.** `uncorrelated_overstates` uses the identity as $D_a/D_b-1=f_a(w_a/w_b-1)$ and takes absolute values. The final `nlinarith` receives the product of the positive numbers $1-f_a$ and $|w_a/w_b-1|$, which is exactly the gap between the two sides. For the escape rate, the isotope effect is replaced by $f_a$, and $f_a(w_a+u)=u$ is rearranged; the bound $f_a<1$ permits the division by $1-f_a$.

**The converse.** Put $g=f(w_0)$. The proof chooses $u=w_0g/(1-g)$, which is positive because $0<g<1$. For $w\ne w_0$, clearing denominators in the assumed relation gives the equation called `key`:

$$wf(w)-w_0g=f(w)\,g\,(w-w_0).$$

Collecting the terms in $f(w)$ yields

$$f(w)\bigl[w(1-g)+w_0g\bigr]=w_0g.$$

Since $w_0g=u(1-g)$, division by $1-g$ leaves $f(w)(w+u)=u$. Lean works with the equation multiplied by $1-g$, introduced through `mul_right_cancel₀`, and `linear_combination` assembles it from `key` and the defining equation of $u$. The case $w=w_0$ is treated separately, since the assumed relation says nothing there; the choice of $u$ settles it.
